# The first-order energy shift of a particle in the unit box vanishes for the potential `x - 1/2`

For a single particle in the unit box with hard walls, in units where the kinetic energy is `-1/2` times the second derivative, `firstOrderEnergy_eq_zero` concerns the perturbation `x - 1/2` of any level `n ≥ 1`. It says that if a real function `χ`, twice differentiable on the closed box and zero at both walls, solves the first-order perturbation equation with the normalised state `ψ = √2 sin(nπx)` and first-order energy `E₁`, then `E₁ = 0`. The existence of such a `χ` is assumed. The proof takes `(ψ'χ - ψχ')/2`, which is half the Wronskian of `χ` and `ψ`, subtracts an explicit antiderivative of `(E₁ - (x - 1/2)) ψ²`, and shows that the difference has derivative zero. Equating its values at the two walls should then give `E₁ = 0`.

Lean 4 with Mathlib refuses this proof:

```lean
import Mathlib

open Real Set

namespace BoxStarkShift

noncomputable section

/-- The wave number `n π` of level `n` in the unit box. -/
def waveNumber (n : ℕ) : ℝ := n * π

/-- The box state `√2 sin(n π x)`. -/
def boxState (n : ℕ) (x : ℝ) : ℝ := √2 * sin (waveNumber n * x)

/-- `χ`, with first and second derivatives `χ₁` and `χ₂` on the box, vanishes at the walls and
solves the first-order perturbation equation for the potential `x - 1/2`, with first-order
energy `E₁`. -/
structure IsResponse (n : ℕ) (E₁ : ℝ) (χ χ₁ χ₂ : ℝ → ℝ) : Prop where
  deriv_one : ∀ x ∈ Icc (0 : ℝ) 1, HasDerivWithinAt χ (χ₁ x) (Icc 0 1) x
  deriv_two : ∀ x ∈ Icc (0 : ℝ) 1, HasDerivWithinAt χ₁ (χ₂ x) (Icc 0 1) x
  wall_zero : χ 0 = 0
  wall_one : χ 1 = 0
  equation : ∀ x ∈ Icc (0 : ℝ) 1,
    -χ₂ x / 2 - waveNumber n ^ 2 / 2 * χ x = (E₁ - (x - 1 / 2)) * boxState n x

/-- The integral over the box of a continuous derivative is the difference of wall values. -/
theorem integral_box {f g : ℝ → ℝ}
    (h : ∀ x ∈ Icc (0 : ℝ) 1, HasDerivWithinAt f (g x) (Icc 0 1) x)
    (hg : ContinuousOn g (Icc 0 1)) : ∫ x in (0 : ℝ)..1, g x = f 1 - f 0 :=
  intervalIntegral.integral_eq_sub_of_hasDerivAt_of_le zero_le_one
    (fun x hx => (h x hx).continuousWithinAt)
    (fun x hx => (h x (Ioo_subset_Icc_self hx)).hasDerivAt (Icc_mem_nhds hx.1 hx.2))
    (hg.intervalIntegrable_of_Icc zero_le_one)

/-- Derivatives of the standing waves `sin(k x)` and `cos(k x)`. -/
theorem hasDerivAt_waves (k x : ℝ) :
    HasDerivAt (fun t => sin (k * t)) (k * cos (k * x)) x ∧
    HasDerivAt (fun t => cos (k * t)) (-(k * sin (k * x))) x := by
  have h : HasDerivAt (fun t : ℝ => k * t) k x :=
    ((hasDerivAt_id' x).const_mul k).congr_deriv (mul_one k)
  exact ⟨h.sin.congr_deriv (by ring), h.cos.congr_deriv (by ring)⟩

/-- Derivatives of the products `sin(k x) cos(k x)` and `sin(k x)^2`. -/
theorem hasDerivAt_products (k x : ℝ) :
    HasDerivAt (fun t => sin (k * t) * cos (k * t)) (k * (1 - 2 * sin (k * x) ^ 2)) x ∧
    HasDerivAt (fun t => sin (k * t) ^ 2) (2 * k * (sin (k * x) * cos (k * x))) x := by
  obtain ⟨hs, hc⟩ := hasDerivAt_waves k x
  constructor
  · exact (hs.fun_mul hc).congr_deriv (by linear_combination k * sin_sq_add_cos_sq (k * x))
  · simp only [pow_two]
    exact (hs.fun_mul hs).congr_deriv (by ring)

/-- For `n ≥ 1`, the first-order equation has a solution vanishing at the walls only if the
first-order energy is zero. -/
theorem firstOrderEnergy_eq_zero {n : ℕ} (hn : 1 ≤ n) {E₁ : ℝ} {χ χ₁ χ₂ : ℝ → ℝ}
    (h : IsResponse n E₁ χ χ₁ χ₂) : E₁ = 0 := by
  have hk : waveNumber n ≠ 0 := mul_ne_zero (Nat.cast_ne_zero.2 (by omega)) pi_ne_zero
  have hsin : sin (waveNumber n) = 0 := sin_nat_mul_pi n
  have h2 : √2 ^ 2 = (2 : ℝ) := Real.sq_sqrt (by norm_num)
  -- the Wronskian of `ψ` and `χ`, minus an antiderivative of `(E₁ - (x - 1/2)) ψ²`, is constant
  have hf : ∀ x ∈ Icc (0 : ℝ) 1, HasDerivWithinAt (fun t =>
      (√2 * (waveNumber n * cos (waveNumber n * t)) * χ t
        - √2 * sin (waveNumber n * t) * χ₁ t) / 2
      - (E₁ * (t - 1 / 2) - (t - 1 / 2) ^ 2 / 2
        - (E₁ - (t - 1 / 2)) * (sin (waveNumber n * t) * cos (waveNumber n * t)) / waveNumber n
        - sin (waveNumber n * t) ^ 2 / (2 * waveNumber n ^ 2))) 0 (Icc 0 1) x := by
    intro x hx
    obtain ⟨hs, hc⟩ := hasDerivAt_waves (waveNumber n) x
    obtain ⟨hP, hQ⟩ := hasDerivAt_products (waveNumber n) x
    have hy : HasDerivAt (fun t : ℝ => t - 1 / 2) 1 x := (hasDerivAt_id' x).sub_const _
    have hy2 : HasDerivAt (fun t : ℝ => (t - 1 / 2) ^ 2) (2 * (x - 1 / 2)) x :=
      (hy.fun_pow 2).congr_deriv (by norm_num)
    have heq := h.equation x hx
    simp only [boxState] at heq
    have hW := (((((hc.const_mul (waveNumber n)).const_mul √2).hasDerivWithinAt.mul
      (h.deriv_one x hx)).sub ((hs.const_mul √2).hasDerivWithinAt.mul
      (h.deriv_two x hx))).div_const 2).congr_deriv
      (g' := (E₁ - (x - 1 / 2)) * (2 * sin (waveNumber n * x) ^ 2)) (by
        linear_combination √2 * sin (waveNumber n * x) * heq
          + (E₁ - (x - 1 / 2)) * sin (waveNumber n * x) ^ 2 * h2)
    have hG := ((((hy.const_mul E₁).fun_sub (hy2.div_const 2)).fun_sub
      (((hy.const_sub E₁).fun_mul hP).div_const (waveNumber n))).fun_sub
      (hQ.div_const (2 * waveNumber n ^ 2))).congr_deriv
      (g' := (E₁ - (x - 1 / 2)) * (2 * sin (waveNumber n * x) ^ 2)) (by
        field_simp
        ring)
    exact (hW.sub hG.hasDerivWithinAt).congr_deriv (sub_self _)
  have key := integral_box (g := fun _ => 0) hf continuousOn_const
  simp only [intervalIntegral.integral_zero, mul_one, mul_zero, sin_zero, hsin,
    h.wall_zero, h.wall_one] at key
  linarith

end

end BoxStarkShift
```

Compiling this gives:

```
Main.lean:91:2: error: linarith failed to find a contradiction
case h1
n : ℕ
hn : 1 ≤ n
E₁ : ℝ
χ χ₁ χ₂ : ℝ → ℝ
h : IsResponse n E₁ χ χ₁ χ₂
hk : waveNumber n ≠ 0
hsin : sin (waveNumber n) = 0
h2 : √2 ^ 2 = 2
hf :
  ∀ x ∈ Icc 0 1,
    HasDerivWithinAt
      (fun t =>
        (√2 * (waveNumber n * cos (waveNumber n * t)) * χ t - √2 * sin (waveNumber n * t) * χ₁ t) / 2 -
          (E₁ * (t - 1 / 2) - (t - 1 / 2) ^ 2 / 2 -
              (E₁ - (t - 1 / 2)) * (sin (waveNumber n * t) * cos (waveNumber n * t)) / waveNumber n -
            sin (waveNumber n * t) ^ 2 / (2 * waveNumber n ^ 2)))
      0 (Icc 0 1) x
key :
  0 =
    (0 - 0 * χ₁ 1) / 2 -
        (E₁ * (1 - 1 / 2) - (1 - 1 / 2) ^ 2 / 2 - (E₁ - (1 - 1 / 2)) * (0 * cos (waveNumber n)) / waveNumber n -
          0 ^ 2 / (2 * waveNumber n ^ 2)) -
      ((0 - 0 * χ₁ 0) / 2 -
        (E₁ * (0 - 1 / 2) - (0 - 1 / 2) ^ 2 / 2 - (E₁ - (0 - 1 / 2)) * (0 * cos 0) / waveNumber n -
          0 ^ 2 / (2 * waveNumber n ^ 2)))
a✝ : E₁ < 0
⊢ False
failed
```

This version goes through:

```diff
@@ -89,5 +89,5 @@
   simp only [intervalIntegral.integral_zero, mul_one, mul_zero, sin_zero, hsin,
     h.wall_zero, h.wall_one] at key
-  linarith
+  linear_combination key
 
 end
```

Diagnosis. The one error is at the last step, where `linarith` has to get `E₁ = 0` from `key`. The hypothesis is sufficient: its right side equals `-E₁`. But it still contains terms such as `(E₁ - (1 - 1 / 2)) * (0 * cos (waveNumber n)) / waveNumber n`. The `simp only` call has `mul_zero`, which needs the zero on the right, but not `zero_mul`, so `0 * cos (waveNumber n)` stays.

`linarith` treats a quotient with a symbolic denominator as an opaque atom and does not see that its numerator is zero. The quotients containing a cosine differ between the two walls, so they are different atoms and do not cancel, and no contradiction with `E₁ < 0` is found. The quotient `0 ^ 2 / (2 * waveNumber n ^ 2)` is the same at both walls and does cancel.

`linear_combination key` instead subtracts the two sides of `key` from those of the goal and leaves the resulting identity to `ring1`. That normalises inside the quotients, so the zero products vanish and what remains is `E₁ - E₁ = 0`.
